# A unit vector that attains the max-norm contraction factor of 1 − aE, for E with positive, strictly dominant diagonal and small enough a > 0

In a damped linear iteration with real matrix E and step a, the error is multiplied at each step by 1 − aE. The lemma `rate_attained` takes E finite and non-empty, with each diagonal entry larger than the absolute sum of the rest of its row, and assumes a > 0 and aEᵢᵢ ≤ 1 for every i. It states that some vector of max norm 1 is sent by 1 − aE to a vector of max norm exactly 1 − ag, where g is the smallest difference, over the rows of E, between the diagonal entry and that absolute sum. The attempt picks a row where g is reached and takes for x the signs of that row of 1 − aE, with +1 for a zero entry, so that this component of the image is the row's absolute sum, 1 − ag. The bound from above comes from `strict_contraction`.

Lean 4 with Mathlib refuses this proof:

```lean
import Mathlib

open Matrix Filter Topology

namespace RateAttained

noncomputable section

variable {n : Type*} [Fintype n] [DecidableEq n]

/-- The matrix `1 - a E`. -/
def errorPropagator (a : ℝ) (E : Matrix n n ℝ) : Matrix n n ℝ := 1 - a • E

/-- The diagonal entry of row `i` minus the absolute sum of the other entries of that row. -/
def rowGap (E : Matrix n n ℝ) (i : n) : ℝ :=
  E i i - ∑ j ∈ Finset.univ.erase i, |E i j|

/-- The factor `1 - a g`, where `g` is the smallest row gap of `E`. -/
def rate [Nonempty n] (a : ℝ) (E : Matrix n n ℝ) : ℝ :=
  1 - a * Finset.univ.inf' Finset.univ_nonempty (rowGap E)

/-- For `0 ≤ a` and `a E i i ≤ 1`, the absolute sum of row `i` of `1 - a E` is
one minus `a` times the gap of that row. -/
theorem sum_abs_row (E : Matrix n n ℝ) {a : ℝ} (ha : 0 ≤ a) (i : n)
    (hi : a * E i i ≤ 1) :
    ∑ j, |errorPropagator a E i j| = 1 - a * rowGap E i := by
  -- the diagonal entry is nonnegative, the others are scaled by `a`
  have hd : |errorPropagator a E i i| = 1 - a * E i i := by
    rw [errorPropagator, Matrix.sub_apply, Matrix.one_apply_eq, Matrix.smul_apply,
      smul_eq_mul]
    exact abs_of_nonneg (by linarith)
  have ho : ∑ j ∈ Finset.univ.erase i, |errorPropagator a E i j|
      = a * ∑ j ∈ Finset.univ.erase i, |E i j| := by
    rw [Finset.mul_sum]
    refine Finset.sum_congr rfl fun j hj => ?_
    have hij : i ≠ j := (Finset.ne_of_mem_erase hj).symm
    rw [errorPropagator, Matrix.sub_apply, Matrix.one_apply_ne hij, Matrix.smul_apply,
      smul_eq_mul, zero_sub, abs_neg, abs_mul, abs_of_nonneg ha]
  rw [← Finset.add_sum_erase _ _ (Finset.mem_univ i), hd, ho, rowGap]
  ring

/-- If `E` has a positive, strictly dominant diagonal, `0 < a` and `a E i i ≤ 1` for all `i`,
then `1 - a E` is a strict contraction in the max norm, with factor `rate a E`. -/
theorem strict_contraction [Nonempty n] (E : Matrix n n ℝ) {a : ℝ} (ha : 0 < a)
    (hE : ∀ i, ∑ j ∈ Finset.univ.erase i, |E i j| < E i i)
    (hdiag : ∀ i, a * E i i ≤ 1) :
    0 ≤ rate a E ∧ rate a E < 1 ∧
      ∀ x : n → ℝ, ‖errorPropagator a E *ᵥ x‖ ≤ rate a E * ‖x‖ := by
  have key : ∀ i, ∑ j, |errorPropagator a E i j| ≤ rate a E := by
    intro i
    have h1 := mul_le_mul_of_nonneg_left
      (Finset.inf'_le (rowGap E) (Finset.mem_univ i)) ha.le
    rw [sum_abs_row E ha.le i (hdiag i), rate]
    linarith
  have h0 : 0 ≤ rate a E :=
    (Finset.sum_nonneg fun j _ => abs_nonneg _).trans (key (Classical.arbitrary n))
  refine ⟨h0, ?_, fun x => ?_⟩
  · -- the smallest gap is the gap of some row, hence positive
    obtain ⟨i, -, hi⟩ := Finset.exists_mem_eq_inf' Finset.univ_nonempty (rowGap E)
    have hg : 0 < rowGap E i := sub_pos.2 (hE i)
    have := mul_pos ha hg
    rw [rate, hi]
    linarith
  · refine (pi_norm_le_iff_of_nonneg (mul_nonneg h0 (norm_nonneg x))).2 fun i => ?_
    calc ‖(errorPropagator a E *ᵥ x) i‖ = |∑ j, errorPropagator a E i j * x j| := rfl
      _ ≤ ∑ j, |errorPropagator a E i j * x j| := Finset.abs_sum_le_sum_abs _ _
      _ ≤ ∑ j, |errorPropagator a E i j| * ‖x‖ := by
          refine Finset.sum_le_sum fun j _ => ?_
          rw [abs_mul]
          exact mul_le_mul_of_nonneg_left (norm_le_pi_norm x j) (abs_nonneg _)
      _ = (∑ j, |errorPropagator a E i j|) * ‖x‖ := by rw [Finset.sum_mul]
      _ ≤ rate a E * ‖x‖ := mul_le_mul_of_nonneg_right (key i) (norm_nonneg x)

/-- Under the conditions of `strict_contraction` the factor is sharp: `1 - a E` maps some vector of
unit max norm to a vector of max norm exactly `rate a E`. -/
theorem rate_attained [Nonempty n] (E : Matrix n n ℝ) {a : ℝ} (ha : 0 < a)
    (hE : ∀ i, ∑ j ∈ Finset.univ.erase i, |E i j| < E i i)
    (hdiag : ∀ i, a * E i i ≤ 1) :
    ∃ x : n → ℝ, ‖x‖ = 1 ∧ ‖errorPropagator a E *ᵥ x‖ = rate a E := by
  obtain ⟨i, -, hi⟩ := Finset.exists_mem_eq_inf' Finset.univ_nonempty (rowGap E)
  -- the signs of the row with the smallest gap
  let x : n → ℝ := fun j => if 0 ≤ errorPropagator a E i j then 1 else -1
  have hx : ∀ j, ‖x j‖ = 1 := by
    intro j
    by_cases h : 0 ≤ errorPropagator a E i j <;> simp [x, h]
  have hn : ‖x‖ = 1 := le_antisymm
    ((pi_norm_le_iff_of_nonneg zero_le_one).2 fun j => (hx j).le)
    ((hx i).symm.le.trans (norm_le_pi_norm x i))
  have hrow : (errorPropagator a E *ᵥ x) i = rate a E := by
    calc (errorPropagator a E *ᵥ x) i = ∑ j, errorPropagator a E i j * x j := rfl
      _ = ∑ j, |errorPropagator a E i j| := by
          refine Finset.sum_congr rfl fun j _ => ?_
          by_cases h : 0 ≤ errorPropagator a E i j
          · simp [x, h]
          · simp [x, h, abs_of_neg (not_le.1 h)]
      _ = rate a E := by rw [sum_abs_row E ha.le i (hdiag i), rate, hi]
  obtain ⟨-, -, hc⟩ := strict_contraction E ha hE hdiag
  refine ⟨x, hn, le_antisymm ?_ ?_⟩
  · simpa [hn] using hc x
  · rw [← hrow]
    exact (le_abs_self _).trans (norm_le_pi_norm (errorPropagator a E *ᵥ x) i)

end

end RateAttained
```

The error:

```
Main.lean:94:10: error: unsolved goals
case pos
n : Type u_1
inst✝² : Fintype n
inst✝¹ : DecidableEq n
inst✝ : Nonempty n
E : Matrix n n ℝ
a : ℝ
ha : 0 < a
hE : ∀ (i : n), ∑ j ∈ Finset.univ.erase i, |E i j| < E i i
hdiag : ∀ (i : n), a * E i i ≤ 1
i : n
hi : Finset.univ.inf' ⋯ (rowGap E) = rowGap E i
x : n → ℝ := fun j => if 0 ≤ errorPropagator a E i j then 1 else -1
hx : ∀ (j : n), ‖x j‖ = 1
hn : ‖x‖ = 1
j : n
x✝ : j ∈ Finset.univ
h : 0 ≤ errorPropagator a E i j
⊢ errorPropagator a E i j = |errorPropagator a E i j|
```

Cause. The one error is in the step that turns each product of a matrix entry and its sign into the entry's absolute value, in the case where the entry is nonnegative. There `simp [x, h]` unfolds `x`, uses `h` to choose the value 1 in the `if`, and removes the factor 1. What is left is the goal in the message, `errorPropagator a E i j = |errorPropagator a E i j|`.

This goal is true by `h`, but `simp` did not close it. As a `simp` argument, `h` lets Lean replace the proposition `0 ≤ errorPropagator a E i j` by `True`, which settles the `if`; it is not a rule for rewriting the absolute value.

The repair adds `abs_of_nonneg h`, which is the equation `|errorPropagator a E i j| = errorPropagator a E i j`. With it `simp` removes the bars, and both sides are the same. The negative case already had the matching fact, `abs_of_neg (not_le.1 h)`, and is unchanged.

Lean accepts the file once it reads:

```diff
@@ -92,5 +92,5 @@
           refine Finset.sum_congr rfl fun j _ => ?_
           by_cases h : 0 ≤ errorPropagator a E i j
-          · simp [x, h]
+          · simp [x, h, abs_of_nonneg h]
           · simp [x, h, abs_of_neg (not_le.1 h)]
       _ = rate a E := by rw [sum_abs_row E ha.le i (hdiag i), rate, hi]
```
